# Half-ionization gives the exact removal energy of a frozen orbital when the energy is quadratic with a symmetric kernel

In its simplest form, a DFT-1/2 calculation begins with two runs for a free atom, one neutral and one with half an electron taken out of the orbital that forms the top of the valence band. The difference of the two atomic potentials, cut off at some radius, is then subtracted from the potential of the crystal. The subtraction is meant to turn an orbital energy into an energy of electron removal. For a density functional that is quadratic, has a symmetric kernel and acts on orbital densities that do not relax, the half electron achieves this without error within one system and with no cutoff. The step from the atom to the crystal is a separate approximation.

## Energy and potential on a grid

Divide space into finitely many cells, labelled by $i$, and let $n_i$ be the number of electrons in cell $i$. With this choice no volume element is needed, and $a\cdot b=\sum_i a_i b_i$. The external potential has the value $v_i$ in cell $i$, and $K_{ij}$ is the interaction between one electron in cell $i$ and one in cell $j$. The energy and the effective potential are

$$E(n)=v\cdot n+\tfrac12\,n\cdot Kn,\qquad V(n)=v+Kn .$$

For a Coulomb kernel the second term of $E$ is the Hartree energy. A fixed quadratic model of exchange and correlation can be included in $K$ as well.

Let $m$ be the density of one orbital. Its self-energy is

$$S_m=\tfrac12\,m\cdot Km ,$$

the energy that the functional assigns to the interaction of the orbital density with itself.

There is no kinetic term in $E$. As long as the shape of the orbital is frozen, its kinetic energy would add the same constant to $E(n)-E(n-m)$ and to the orbital energy, so the comparison between them is unchanged.

## Removing a fraction of the orbital

Suppose that $K$ is symmetric, $K_{ij}=K_{ji}$. Then for any two densities $a$ and $b$

$$a\cdot Kb=\sum_{i,j}a_iK_{ij}b_j=\sum_{i,j}b_jK_{ji}a_i=b\cdot Ka .$$

Take away a fraction $t$ of the orbital. The potential, averaged over the orbital, is linear in $t$:

$$m\cdot V(n-tm)=m\cdot V(n)-t\,m\cdot Km .$$

The energy is

$$E(n-tm)=v\cdot n-t\,v\cdot m+\tfrac12\left(n\cdot Kn-t\,n\cdot Km-t\,m\cdot Kn+t^2\,m\cdot Km\right).$$

The two cross terms are equal by symmetry, and together they give $-t\,m\cdot Kn$. Hence

$$E(n-tm)=E(n)-t\,m\cdot V(n)+t^2S_m .$$

Differentiation gives

$$\frac{d}{dt}E(n-tm)=-m\cdot V(n)+2tS_m=-m\cdot V(n-tm),$$

so $V$ is indeed the potential that belongs to $E$.

Now set $t=1$ in the energy and $t=\tfrac12$ in the potential:

$$E(n)-E(n-m)=m\cdot V(n)-S_m,\qquad m\cdot V(n-\tfrac12m)=m\cdot V(n)-S_m .$$

The right-hand sides agree, and therefore

$$E(n)-E(n-m)=m\cdot V(n-\tfrac12 m)=m\cdot V(n)-S_m .$$

The self-energy is also the orbital average of a difference of potentials, because $V(n)-V(n-\tfrac12m)=\tfrac12Km$ and so

$$S_m=m\cdot\bigl(V(n)-V(n-\tfrac12m)\bigr).$$

This difference of potentials is the quantity that DFT-1/2 takes from the atom.

The difference $E(n)-E(n-m)$ is minus the ionization energy, which is the energy needed to remove the electron. It has the sign of an orbital energy.

## Two grid points with numbers

Take $v=(-2,-1)$, $n=(1,1)$, $m=(1,0)$ and

$$K=\begin{pmatrix}1&\tfrac12\\ \tfrac12&1\end{pmatrix}.$$

Then $Kn=(\tfrac32,\tfrac32)$ and $E(n)=-3+\tfrac32=-\tfrac32$. After removal $n-m=(0,1)$ and $E(n-m)=-1+\tfrac12=-\tfrac12$, so the energy difference is $-1$.

The potential at full occupation is $V(n)=(-\tfrac12,\tfrac12)$, with orbital average $-\tfrac12$. This misses the energy difference by $S_m=\tfrac12$. At half ionization the density is $(\tfrac12,1)$ and the potential is $(-1,\tfrac14)$, whose orbital average is $-1$, as required.

## Why one half, and why a symmetric kernel

If a fraction $f$ is removed in place of one half, the orbital average of the potential differs from the energy difference by $(\tfrac12-f)\,m\cdot Km$. When $m\cdot Km\neq0$, only $f=\tfrac12$ gives the right value. When $m\cdot Km=0$, for example with $K=0$, every fraction does.

For a kernel that need not be symmetric, the cross terms stay separate and

$$E(n)-E(n-m)-m\cdot V(n-\tfrac12m)=\tfrac12\,(n\cdot Km-m\cdot Kn).$$

A small case shows the failure. Let $v=0$, $n=(1,1)$, $m=(1,0)$, and let $K_{12}=1$ be the only non-zero entry of $K$. Then $E(n)=\tfrac12$ and $E(n-m)=0$, but $V(n-\tfrac12m)=(1,0)$ has orbital average $1$. The energy changes by $\tfrac12$ and the formula predicts $1$. The energy sees only the symmetric part of $K$, whereas $v+Kn$ contains all of it, so here $V$ is not the derivative of $E$.

The formula therefore holds for all $n$ and $m$ if and only if $K$ is symmetric. To recover the entries of $K$, take $n$ to be one electron in cell $j$ and $m$ one electron in cell $i$. The vanishing of the right-hand side then reads $K_{ji}=K_{ij}$.

## The gap with an added and a removed electron

Let $c$ be the density of an orbital that is to be filled. Adding it is the case $t=-1$ of the quadratic formula, so

$$E(n+c)-E(n)=c\cdot V(n)+S_c=c\cdot V(n+\tfrac12c).$$

The fundamental gap is the ionization energy minus the electron affinity. With $m$ the highest occupied orbital, $c$ the lowest empty one and no relaxation, it is

$$\begin{aligned}
&\bigl(E(n-m)-E(n)\bigr)-\bigl(E(n)-E(n+c)\bigr)\\
&\qquad=c\cdot V(n+\tfrac12c)-m\cdot V(n-\tfrac12m)\\
&\qquad=c\cdot V(n)-m\cdot V(n)+S_c+S_m .
\end{aligned}$$

In this frozen-density model, the difference of averages in the unchanged potential misses the gap by the two self-energies. 

## What the Lean statements say

A density is a function `ι → ℝ` on a finite type `ι` of cells. The dot product is written `⬝ᵥ`, the action of a matrix on a vector is `*ᵥ`, and `K.IsSymm` says that $K$ equals its transpose. The definitions `energy`, `potential` and `selfEnergy` are $E$, $V$ and $S$.

The main theorem, `half_ionization`, takes a symmetric kernel and arbitrary `v`, `n` and `m`, and states three equations:

- The energy difference equals the orbital average of the potential at half ionization.
- That average equals the one at full occupation minus the self-energy.
- The self-energy equals the orbital average of the potential at full occupation minus the potential at half ionization.

Only the first of these uses the symmetry.

Neither `n` nor `m` has to be positive or normalised, and `m` need not be contained in `n`. The physical reading, one electron leaving an orbital, requires that the entries of `m` are non-negative, sum to one and nowhere exceed those of `n`. The kernel need not be positive and `m` may be zero, so `fraction_eq_half_iff` has the separate hypothesis `hm` that $m\cdot Km\neq0$. It stands for an orbital that does interact with itself in the chosen functional.

Besides the finite grid and the omitted kinetic term, the theorem makes three idealisations that a production calculation does not satisfy exactly:

- **No relaxation.** The other orbitals and the shape of $m$ stay fixed while charge is removed.
- **A quadratic functional.** With a general exchange-correlation functional, the value at half ionization is a midpoint estimate of an integral over $t$, and its error comes from the third and higher derivatives of the energy in $t$.
- **One system.** The transfer of an atomic potential difference to a crystal, with its cutoff radius, is a further approximation.

## The complete file

```lean
import Mathlib

open Matrix

namespace HalfIonization

noncomputable section

variable {ι : Type*} [Fintype ι]

/-- The energy `v·n + ½ n·Kn` of a density `n` on a finite grid, with external potential `v`
and interaction kernel `K`. -/
def energy (v : ι → ℝ) (K : Matrix ι ι ℝ) (n : ι → ℝ) : ℝ :=
  v ⬝ᵥ n + (1 / 2) * (n ⬝ᵥ K *ᵥ n)

/-- The effective potential `v + Kn` produced by the density `n`. -/
def potential (v : ι → ℝ) (K : Matrix ι ι ℝ) (n : ι → ℝ) : ι → ℝ :=
  v + K *ᵥ n

/-- The self-energy `½ m·Km` of an orbital density `m`. -/
def selfEnergy (K : Matrix ι ι ℝ) (m : ι → ℝ) : ℝ :=
  (1 / 2) * (m ⬝ᵥ K *ᵥ m)

/-- For a symmetric kernel the interaction of density `a` with density `b` equals that of
`b` with `a`. -/
theorem interaction_comm {K : Matrix ι ι ℝ} (hK : K.IsSymm) (a b : ι → ℝ) :
    a ⬝ᵥ K *ᵥ b = b ⬝ᵥ K *ᵥ a := by
  rw [Matrix.dotProduct_mulVec a K b, ← Matrix.mulVec_transpose, hK.eq, dotProduct_comm]

/-- The orbital average of the potential is linear in the fraction `t` of the orbital density
that has been removed. -/
theorem potential_fractional (v : ι → ℝ) (K : Matrix ι ι ℝ) (n m : ι → ℝ) (t : ℝ) :
    m ⬝ᵥ potential v K (n - t • m) = m ⬝ᵥ potential v K n - t * (m ⬝ᵥ K *ᵥ m) := by
  simp only [potential, Matrix.mulVec_sub, Matrix.mulVec_smul, dotProduct_add,
    dotProduct_sub, dotProduct_smul, smul_eq_mul]
  ring

/-- The energy is quadratic in the removed fraction `t`, and the self-energy of the orbital is
the coefficient of the quadratic term. -/
theorem energy_fractional {K : Matrix ι ι ℝ} (hK : K.IsSymm) (v n m : ι → ℝ) (t : ℝ) :
    energy v K (n - t • m) =
      energy v K n - t * (m ⬝ᵥ potential v K n) + t * t * selfEnergy K m := by
  simp only [energy, potential, selfEnergy, Matrix.mulVec_sub, Matrix.mulVec_smul,
    dotProduct_add, dotProduct_sub, sub_dotProduct, dotProduct_smul, smul_dotProduct,
    smul_eq_mul]
  -- the two cross terms between `n` and `m` agree by symmetry of the kernel
  rw [dotProduct_comm m v, interaction_comm hK n m]
  ring

/-- For a symmetric kernel, the derivative of the energy with respect to the removed fraction is
minus the orbital average of the potential at that fraction. -/
theorem hasDerivAt_energy {K : Matrix ι ι ℝ} (hK : K.IsSymm) (v n m : ι → ℝ) (t : ℝ) :
    HasDerivAt (fun s : ℝ => energy v K (n - s • m))
      (-(m ⬝ᵥ potential v K (n - t • m))) t := by
  have h : (fun s : ℝ => energy v K (n - s • m)) = fun s : ℝ =>
      energy v K n - s * (m ⬝ᵥ potential v K n) + s * s * selfEnergy K m :=
    funext fun s => energy_fractional hK v n m s
  rw [h, potential_fractional]
  have h1 := (((hasDerivAt_id' t).mul_const (m ⬝ᵥ potential v K n)).const_sub
    (energy v K n)).fun_add
      (((hasDerivAt_id' t).fun_mul (hasDerivAt_id' t)).mul_const (selfEnergy K m))
  exact h1.congr_deriv (by unfold selfEnergy; ring)

/-- For a symmetric kernel, the energy before removal of the orbital density `m` minus the energy
after it is the orbital average of the potential at half ionization. That average equals the one at
full occupation minus the self-energy, and the self-energy is the orbital average of the potential
at full occupation minus the potential at half ionization. -/
theorem half_ionization {K : Matrix ι ι ℝ} (hK : K.IsSymm) (v n m : ι → ℝ) :
    energy v K n - energy v K (n - m) = m ⬝ᵥ potential v K (n - (1 / 2 : ℝ) • m) ∧
    m ⬝ᵥ potential v K (n - (1 / 2 : ℝ) • m) = m ⬝ᵥ potential v K n - selfEnergy K m ∧
    selfEnergy K m =
      m ⬝ᵥ (potential v K n - potential v K (n - (1 / 2 : ℝ) • m)) := by
  -- full removal in the energy, half removal in the potential
  have hE := energy_fractional hK v n m 1
  rw [one_smul] at hE
  have hV := potential_fractional v K n m (1 / 2)
  have hS : selfEnergy K m = (1 / 2) * (m ⬝ᵥ K *ᵥ m) := rfl
  refine ⟨by linarith, by linarith, ?_⟩
  rw [dotProduct_sub]
  linarith

/-- For a symmetric kernel and an orbital density `m` with non-zero self-interaction, the orbital
average of the potential after removal of a fraction `f` equals the energy of `n` minus the energy
of `n - m` exactly when `f = 1/2`. -/
theorem fraction_eq_half_iff {K : Matrix ι ι ℝ} (hK : K.IsSymm) (v n m : ι → ℝ)
    (hm : m ⬝ᵥ K *ᵥ m ≠ 0) (f : ℝ) :
    energy v K n - energy v K (n - m) = m ⬝ᵥ potential v K (n - f • m) ↔ f = 1 / 2 := by
  rw [(half_ionization hK v n m).1, potential_fractional, potential_fractional]
  constructor
  · intro h
    apply mul_right_cancel₀ hm
    linarith
  · intro h
    rw [h]

/-- The half-ionization formula holds for all densities `n` and `m` exactly when the interaction
kernel is symmetric. -/
theorem half_ionization_iff_symm (v : ι → ℝ) (K : Matrix ι ι ℝ) :
    (∀ n m : ι → ℝ, energy v K n - energy v K (n - m) =
      m ⬝ᵥ potential v K (n - (1 / 2 : ℝ) • m)) ↔ K.IsSymm := by
  classical
  constructor
  · intro h
    have hc : ∀ a b : ι → ℝ, a ⬝ᵥ K *ᵥ b = b ⬝ᵥ K *ᵥ a := by
      intro a b
      have h2 := h a b
      rw [potential_fractional] at h2
      simp only [energy, potential, Matrix.mulVec_sub, dotProduct_add, dotProduct_sub,
        sub_dotProduct] at h2
      linarith [dotProduct_comm b v]
    -- densities concentrated on single grid points read off the entries of the kernel
    apply Matrix.IsSymm.ext
    intro i j
    have h3 := hc (Pi.single j 1) (Pi.single i 1)
    simpa using h3
  · intro hK n m
    exact (half_ionization hK v n m).1

/-- For a symmetric kernel, the ionization energy for removing `m` minus the affinity for adding `c`
is the difference of two half-occupation averages. It equals the difference of averages in the
unchanged potential plus the self-energies of both orbital densities. -/
theorem fundamental_gap {K : Matrix ι ι ℝ} (hK : K.IsSymm) (v n m c : ι → ℝ) :
    (energy v K (n - m) - energy v K n) - (energy v K n - energy v K (n + c)) =
      c ⬝ᵥ potential v K (n + (1 / 2 : ℝ) • c) -
        m ⬝ᵥ potential v K (n - (1 / 2 : ℝ) • m) ∧
    (energy v K (n - m) - energy v K n) - (energy v K n - energy v K (n + c)) =
      (c ⬝ᵥ potential v K n - m ⬝ᵥ potential v K n) +
        (selfEnergy K c + selfEnergy K m) := by
  obtain ⟨h1, h2, _⟩ := half_ionization hK v n m
  -- adding a density is removing it with a negative fraction
  have hE := energy_fractional hK v n c (-1)
  rw [neg_smul, one_smul, sub_neg_eq_add] at hE
  have hV := potential_fractional v K n c (-(1 / 2))
  rw [neg_smul, sub_neg_eq_add] at hV
  have hS : selfEnergy K c = (1 / 2) * (c ⬝ᵥ K *ᵥ c) := rfl
  constructor <;> linarith

end

end HalfIonization
```

```lean
#print axioms HalfIonization.half_ionization
-- 'HalfIonization.half_ionization' depends on axioms: [propext, Classical.choice, Quot.sound]
#print axioms HalfIonization.fraction_eq_half_iff
-- 'HalfIonization.fraction_eq_half_iff' depends on axioms: [propext, Classical.choice, Quot.sound]
#print axioms HalfIonization.half_ionization_iff_symm
-- 'HalfIonization.half_ionization_iff_symm' depends on axioms: [propext, Classical.choice, Quot.sound]
#print axioms HalfIonization.fundamental_gap
-- 'HalfIonization.fundamental_gap' depends on axioms: [propext, Classical.choice, Quot.sound]
```

## How the proof follows the derivation

**Symmetry.** `interaction_comm` proves $a\cdot Kb=b\cdot Ka$. It moves the matrix onto the left vector, where it acts as its transpose, and replaces the transpose by $K$ using `hK.eq`.

**The two expansions.** `potential_fractional` multiplies out $m\cdot V(n-tm)$ by linearity, and `ring` collects the terms. `energy_fractional` does the same for the energy. Before `ring` can finish, the cross terms must be brought to one form, and the rewrite with `interaction_comm hK n m` turns $n\cdot Km$ into $m\cdot Kn$. This is the point at which the derivation by hand merged them.

**The derivative.** `hasDerivAt_energy` first replaces the energy, as a function of the removed fraction, by its quadratic polynomial. The rules for products and constants then give the derivative, and `congr_deriv` identifies it with $-m\cdot V(n-tm)$. Since `m` is arbitrary, this covers the derivative of the energy in every direction. The later theorems do not depend on it.

**The main theorem.** In `half_ionization`, `hE` is the energy formula at $t=1$ and `hV` is the potential formula at $t=\tfrac12$. All three equations are linear combinations of these and the definition of the self-energy, so `linarith` completes them.

**Uniqueness of the fraction.** `fraction_eq_half_iff` replaces the energy difference by the half-ionization average and expands both averages. What remains is $f\,m\cdot Km=\tfrac12\,m\cdot Km$, and `mul_right_cancel₀ hm` cancels the non-zero factor.

**The converse.** In `half_ionization_iff_symm`, the assumed formula is expanded without any use of symmetry, which yields $a\cdot Kb=b\cdot Ka$ for all `a` and `b`. The vectors `Pi.single j 1` and `Pi.single i 1`, each one electron in a single cell, then pick out the matrix entries.

**The gap.** `fundamental_gap` takes the removal part from `half_ionization`. For the added density it uses the two expansions at $t=-1$ and $t=-\tfrac12$, and both forms of the gap follow by linear arithmetic.
